# With a half twist along k axes, every closed-shell electron number of the free gas is a multiple of 2^(k+1)

Non-interacting electrons in a `d`-dimensional box with equal sides have plane waves with wave vectors `m + θ` in units of `2π/L`, where `m` is an integer vector and the twist `θ` is here `1/2` along the axes in a set `s` and `0` along the others. A closed shell puts two electrons, one of each spin, in every plane wave with `|m + θ|² ≤ K`. The theorem `electronNumber_halfTwist` says that, for every real `K`, the resulting number of electrons is divisible by `2^(|s|+1)`. The proof uses the preceding lemma, by which the number of occupied plane waves is `2^|s|` times the number of those with `m i ≥ 0` along every half-twisted axis. It then leaves the quotient in the divisibility as a hole, `_`, and asks `ring` to prove the equation.

In Lean, a first try:

```lean
import Mathlib

open Finset

namespace ElectronNumberHalfTwist

/-- The occupied plane waves of the free gas in a box with twist `θ`: integer vectors `m` whose wave
vector `m + θ` (in units of `2π/L`) satisfies `|m + θ|² ≤ K`. -/
def fermiSea {d : ℕ} (θ : Fin d → ℝ) (K : ℝ) : Set (Fin d → ℤ) :=
  {m | ∑ i, ((m i : ℝ) + θ i) ^ 2 ≤ K}

/-- The closed-shell electron number: two spins for each occupied plane wave. -/
noncomputable def electronNumber {d : ℕ} (θ : Fin d → ℝ) (K : ℝ) : ℕ :=
  2 * (fermiSea θ K).ncard

/-- The twist with component `1/2` along the axes in `s` and `0` along the others. -/
noncomputable def halfTwist {d : ℕ} (s : Finset (Fin d)) : Fin d → ℝ :=
  fun i => if i ∈ s then 1 / 2 else 0

/-- Reversing wave-vector components along half-twisted axes, `m → -1 - m`, maps occupied
plane waves to occupied plane waves. -/
theorem reflect_mem {d : ℕ} {s : Finset (Fin d)} {K : ℝ} {m m' : Fin d → ℤ}
    (hm : m ∈ fermiSea (halfTwist s) K)
    (h : ∀ i, m' i = m i ∨ (i ∈ s ∧ m' i = -1 - m i)) :
    m' ∈ fermiSea (halfTwist s) K := by
  have hE : ∑ i, ((m' i : ℝ) + halfTwist s i) ^ 2
      = ∑ i, ((m i : ℝ) + halfTwist s i) ^ 2 := by
    refine Finset.sum_congr rfl fun i _ => ?_
    rcases h i with h | ⟨hi, h⟩
    · rw [h]
    · rw [h]
      simp only [halfTwist, if_pos hi]
      push_cast
      ring
  exact hE.le.trans hm

/-- The number of occupied plane waves is `2^|s|` times the number of those with `m i ≥ 0`
along every half-twisted axis. -/
theorem ncard_fermiSea_halfTwist {d : ℕ} (s : Finset (Fin d)) (K : ℝ) :
    (fermiSea (halfTwist s) K).ncard =
      2 ^ s.card * {m ∈ fermiSea (halfTwist s) K | ∀ i ∈ s, 0 ≤ m i}.ncard := by
  -- an occupied vector is its folded image together with a choice of signs
  let e : fermiSea (halfTwist s) K ≃
      {m ∈ fermiSea (halfTwist s) K | ∀ i ∈ s, 0 ≤ m i} × (s → Bool) :=
    { toFun := fun m =>
        (⟨fun i => if i ∈ s ∧ m.1 i < 0 then -1 - m.1 i else m.1 i, by
          refine ⟨reflect_mem m.2 fun i => ?_, fun i hi => ?_⟩
          · split_ifs with h
            · exact Or.inr ⟨h.1, rfl⟩
            · exact Or.inl rfl
          · dsimp only
            split_ifs with h
            · have := h.2
              omega
            · exact not_lt.mp fun hn => h ⟨hi, hn⟩⟩,
        fun i => decide (m.1 i < 0))
      invFun := fun q =>
        ⟨fun i => if h : i ∈ s then (if q.2 ⟨i, h⟩ = true then -1 - q.1.1 i else q.1.1 i)
          else q.1.1 i, by
          refine reflect_mem q.1.2.1 fun i => ?_
          split_ifs with h h'
          · exact Or.inr ⟨h, rfl⟩
          · exact Or.inl rfl
          · exact Or.inl rfl⟩
      left_inv := by
        intro m
        apply Subtype.ext
        funext i
        by_cases hi : i ∈ s <;> by_cases hn : m.1 i < 0 <;> simp [hi, hn]
      right_inv := by
        rintro ⟨⟨p, hp, hpos⟩, b⟩
        refine Prod.ext (Subtype.ext (funext fun i => ?_)) (funext fun i => ?_)
        · by_cases hi : i ∈ s
          · have h1 : 0 ≤ p i := hpos i hi
            have h2 : ¬ p i < 0 := not_lt.mpr h1
            have h3 : -1 < p i := by omega
            cases hb : b ⟨i, hi⟩ <;> simp [hi, hb, h2, h3]
          · simp [hi]
        · have h1 : 0 ≤ p i := hpos i i.2
          have h3 : -1 < p i := by omega
          cases hb : b i <;> simp [hb, h1, h3] }
  have hB : Nat.card (s → Bool) = 2 ^ s.card := by
    simp [Nat.card_eq_fintype_card]
  rw [← Nat.card_coe_set_eq, ← Nat.card_coe_set_eq, Nat.card_congr e, Nat.card_prod, hB,
    mul_comm]

/-- With a half twist along the axes in `s`, every closed-shell electron number is a multiple
of `2^(|s|+1)`. -/
theorem electronNumber_halfTwist {d : ℕ} (s : Finset (Fin d)) (K : ℝ) :
    2 ^ (s.card + 1) ∣ electronNumber (halfTwist s) K := by
  rw [electronNumber, ncard_fermiSea_halfTwist, pow_succ]
  exact ⟨_, by ring⟩

end ElectronNumberHalfTwist
```

Lean reports:

```
Try this:
  [apply] ring_nf
  
  The `ring` tactic failed to close the goal. Use `ring_nf` to obtain a normal form.
    
  Note that `ring` works primarily in *commutative* rings. If you have a noncommutative ring, abelian group or module, consider using `noncomm_ring`, `abel` or `module` instead.
Main.lean:92:12: error: unsolved goals
d : ℕ
s : Finset (Fin d)
K : ℝ
⊢ {m | m ∈ fermiSea (halfTwist s) K ∧ ∀ i ∈ s, 0 ≤ m i}.ncard * 2 ^ #s * 2 = #s * 2 ^ #s * 2
```

Cause. To prove a divisibility, one gives a quotient and a proof that the product is right. In `⟨_, by ring⟩` nothing fixes the quotient before `ring` runs. `ring` treats terms it cannot take apart as atoms, and compares each new one with those it has already met. Here that comparison was able to fill the hole, and it filled it with `#s`, the number of half-twisted axes, which was already present as the exponent of 2.

The error shows the result: the left side has the count of occupied plane waves with `m i ≥ 0` along the axes in `s`, and the right side has `#s` in its place. These two numbers are not equal in general, so `ring` could not close the goal. The suggestion to use `ring_nf` is no help, since a normal form does not make the equation true.

The repair writes that count out as the quotient. There is then no hole to fill, and the two sides differ only in the order and grouping of their factors, which `ring` can settle.

As a diff, the version that Lean accepts:

```diff
@@ -90,5 +90,5 @@
     2 ^ (s.card + 1) ∣ electronNumber (halfTwist s) K := by
   rw [electronNumber, ncard_fermiSea_halfTwist, pow_succ]
-  exact ⟨_, by ring⟩
+  exact ⟨{m ∈ fermiSea (halfTwist s) K | ∀ i ∈ s, 0 ≤ m i}.ncard, by ring⟩
 
 end ElectronNumberHalfTwist
```
